# Spin-rank-one coupling has no singlet–quintet matrix elements: the triangle rule from ladder relations

## An element that conservation of $m$ would allow

Suppose I define a spherical tensor between two spin multiplets only by its ladder relations with the spin matrices on either side, without Clebsch–Gordan coefficients. I am told that one-electron spin–orbit coupling, which has rank one in spin, cannot connect a singlet to a quintet. But the quintet has a state with $m=0$, and so does the singlet, and one component of the coupling leaves $m$ unchanged. Counting $m$ doesn't forbid that element. What makes it vanish?

## Zeros that spread down the ladder

The ladder relations you chose as the definition are enough. Let the tensor have rank $k=K/2$ and map spin $S=a/2$ to spin $S'=b/2$, where $K,a,b$ are natural numbers. Its components are matrices $T_q$ with $q=0,\dots,K$, counted down from the top, so $T_q$ carries magnetic number $k-q$. Row $i$ belongs to the target state $m'=S'-i$ and column $j$ to the source state $m=S-j$. With $\hbar=1$, the definition is

$$J'T_q-T_qJ=\sum_p J^{(k)}_{pq}\,T_p ,$$

where $J$ is $S_z$, $S_+$ or $S_-$ for the source spin, and $J'$ and $J^{(k)}$ are the same operator for spins $S'$ and $k$.

The $S_z$ relation, read at entry $(i,j)$, is $(m'-m-(k-q))\,(T_q)_{ij}=0$. A nonzero element therefore needs $m'=m+k-q$, or in whole numbers

$$b+2j+2q=a+K+2i .$$

For spin $n/2$, the raising matrix has the entries $(S_+)_{r,r+1}=\sqrt{(r+1)(n-r)}$, which are positive for $0\le r<n$, and no other nonzero entries. The lowering matrix is its adjoint. There are three ways to violate the triangle condition.

**Target too large, $S'>S+k$.** In row $i=0$ a nonzero element would need $b+2j+2q=a+K$, which is impossible because $a+K<b$. So the top row of every component is zero. Now suppose that row $r<b$ is zero in every component. At entry $(r,j)$ of the $S_+$ relation, the term $T_qS_+$ and the whole right-hand side contain only elements of row $r$. What remains is

$$\sqrt{(r+1)(b-r)}\,(T_q)_{r+1,j}=0 ,$$

so row $r+1$ is zero as well.

This settles your example, where $a=0$, $b=4$ and $K=2$. The row $m'=2$ is out of reach. The relation then gives $2\,(T_q)_{1,0}=0$, and next $\sqrt6\,(T_q)_{2,0}=0$. The last of these is the $m'=0$ element you asked about.

**Source too large, $S>S'+k$.** In column $j=0$ a nonzero element would need $b+2q=a+K+2i$, but $b+2q\le b+2K<a+K$. The $S_-$ relation carries the zero column to the next one, since at entry $(i,r)$ it leaves only $-(T_q)_{i,r+1}(S_-)_{r+1,r}=0$.

**Rank too large, $k>S+S'$.** For $T_0$ a nonzero element would need $b+2j=a+K+2i$, but $b+2j\le b+2a<a+K$. So $T_0=0$. If $T_q=0$ and $q<K$, the $S_-$ relation becomes $0=\sqrt{(q+1)(K-q)}\,T_{q+1}$, and the next component vanishes too.

Here is the whole argument in Lean.

```lean
import Mathlib

open Matrix

namespace SphericalTensorTriangle

noncomputable section

/-- The magnetic quantum number `m = S - i` of the `i`-th basis state of spin `S = n/2`. -/
def mag (n : ℕ) (i : Fin (n + 1)) : ℝ := (n : ℝ) / 2 - (i : ℕ)

/-- The standard matrix of `S_z` for spin `n/2`. -/
def spinZ (n : ℕ) : Matrix (Fin (n + 1)) (Fin (n + 1)) ℂ :=
  Matrix.diagonal fun i => (mag n i : ℂ)

/-- The standard raising matrix for spin `S = n/2`, which takes the state `m` to
`√(S(S+1) - m(m+1))` times the state `m + 1`. -/
def spinPlus (n : ℕ) : Matrix (Fin (n + 1)) (Fin (n + 1)) ℂ :=
  Matrix.of fun i j => if (i : ℕ) + 1 = (j : ℕ) then
    ((Real.sqrt ((n : ℝ) / 2 * ((n : ℝ) / 2 + 1) - mag n j * (mag n j + 1)) : ℝ) : ℂ) else 0

/-- The standard lowering matrix, the adjoint of the raising matrix. -/
def spinMinus (n : ℕ) : Matrix (Fin (n + 1)) (Fin (n + 1)) ℂ := (spinPlus n)ᴴ

/-- The matrices `T q` from spin `a/2` to spin `b/2` form a spherical tensor of rank `k = K/2`:
under `S_z`, `S₊` and `S₋` they transform like the basis states of spin `k`. -/
structure IsSphericalTensor (K a b : ℕ)
    (T : Fin (K + 1) → Matrix (Fin (b + 1)) (Fin (a + 1)) ℂ) : Prop where
  z : ∀ q, spinZ b * T q - T q * spinZ a = (mag K q : ℂ) • T q
  plus : ∀ q, spinPlus b * T q - T q * spinPlus a = ∑ p, spinPlus K p q • T p
  minus : ∀ q, spinMinus b * T q - T q * spinMinus a = ∑ p, spinMinus K p q • T p

/-- The raising matrix connects each state to the next higher one and to no other. -/
theorem spinPlus_ne_zero_iff {n : ℕ} {i j : Fin (n + 1)} :
    spinPlus n i j ≠ 0 ↔ (i : ℕ) + 1 = (j : ℕ) := by
  constructor
  · intro h
    by_contra hne
    exact h (by simp [spinPlus, hne])
  · intro h
    have hlt := j.isLt
    have h1 : (1 : ℝ) ≤ ((j : ℕ) : ℝ) := by exact_mod_cast (by omega : 1 ≤ (j : ℕ))
    have h2 : ((j : ℕ) : ℝ) ≤ n := by exact_mod_cast (by omega : (j : ℕ) ≤ n)
    -- the radicand equals j (n + 1 - j)
    have hpos : 0 < (n : ℝ) / 2 * ((n : ℝ) / 2 + 1) - mag n j * (mag n j + 1) := by
      have h3 : 0 < ((j : ℕ) : ℝ) * ((n : ℝ) + 1 - (j : ℕ)) :=
        mul_pos (by linarith) (by linarith)
      unfold mag
      linarith
    simp only [spinPlus, Matrix.of_apply, if_pos h]
    exact Complex.ofReal_ne_zero.mpr (Real.sqrt_pos.mpr hpos).ne'

/-- The lowering matrix connects each state to the next lower one and to no other. -/
theorem spinMinus_ne_zero_iff {n : ℕ} {i j : Fin (n + 1)} :
    spinMinus n i j ≠ 0 ↔ (j : ℕ) + 1 = (i : ℕ) := by
  rw [spinMinus, Matrix.conjTranspose_apply, star_ne_zero]
  exact spinPlus_ne_zero_iff

variable {K a b : ℕ} {T : Fin (K + 1) → Matrix (Fin (b + 1)) (Fin (a + 1)) ℂ}

/-- Magnetic selection rule: a nonzero element of the component `q` of a spherical tensor of rank
`K/2` from the state `m` to the state `m'` has `m' = m + mag K q`. -/
theorem magnetic_rule (h : IsSphericalTensor K a b T) {q : Fin (K + 1)} {i : Fin (b + 1)}
    {j : Fin (a + 1)} (hne : T q i j ≠ 0) : mag b i = mag a j + mag K q := by
  have e := congrFun (congrFun (h.z q) i) j
  simp only [spinZ, Matrix.sub_apply, Matrix.diagonal_mul, Matrix.mul_diagonal,
    Matrix.smul_apply, smul_eq_mul] at e
  have e' : ((mag b i : ℂ) - mag a j - mag K q) * T q i j = 0 := by linear_combination e
  have h0 := (mul_eq_zero.mp e').resolve_right hne
  have h1 : mag b i - mag a j - mag K q = 0 := by exact_mod_cast h0
  linarith

/-- The magnetic selection rule for a spherical tensor, written with whole numbers that count
the steps down from the top states. -/
theorem magnetic_rule_nat (h : IsSphericalTensor K a b T) {q : Fin (K + 1)} {i : Fin (b + 1)}
    {j : Fin (a + 1)} (hne : T q i j ≠ 0) :
    b + 2 * (j : ℕ) + 2 * (q : ℕ) = a + K + 2 * (i : ℕ) := by
  have e := magnetic_rule h hne
  unfold mag at e
  have e' : ((b + 2 * (j : ℕ) + 2 * (q : ℕ) : ℕ) : ℝ) = ((a + K + 2 * (i : ℕ) : ℕ) : ℝ) := by
    push_cast
    linarith
  exact_mod_cast e'

/-- A spherical tensor from spin `S` to spin `S'` vanishes if `S + S' + k` is not an integer. -/
theorem parity_rule (h : IsSphericalTensor K a b T) (hodd : Odd (a + b + K))
    (q : Fin (K + 1)) : T q = 0 := by
  obtain ⟨c, hc⟩ := hodd
  ext i j
  rw [Matrix.zero_apply]
  by_contra hne
  have e := magnetic_rule_nat h hne
  omega

/-- A spherical tensor of rank `k` from spin `S` to spin `S'` vanishes if `k > S + S'`. -/
theorem zero_of_rank_large (h : IsSphericalTensor K a b T) (hk : a + b < K)
    (q : Fin (K + 1)) : T q = 0 := by
  have key : ∀ r (hr : r < K + 1), T ⟨r, hr⟩ = 0 := by
    intro r
    induction r with
    | zero =>
      -- the top component would raise m by more than the two spins allow
      intro hr
      ext i j
      rw [Matrix.zero_apply]
      by_contra hne
      have e := magnetic_rule_nat h hne
      have hj := j.isLt
      dsimp only at e
      omega
    | succ r ih =>
      -- lowering a vanishing component gives the next one
      intro hr
      have hr' : r < K + 1 := by omega
      have e := h.minus ⟨r, hr'⟩
      rw [ih hr', Matrix.mul_zero, Matrix.zero_mul, sub_zero] at e
      have s : ∑ p, spinMinus K p ⟨r, hr'⟩ • T p
          = spinMinus K ⟨r + 1, hr⟩ ⟨r, hr'⟩ • T ⟨r + 1, hr⟩ :=
        Finset.sum_eq_single _ (fun p _ hp => by
          rw [not_not.mp (mt spinMinus_ne_zero_iff.mp fun hh => hp (Fin.ext hh.symm)),
            zero_smul]) (by simp)
      exact (smul_eq_zero.mp (e.trans s).symm).resolve_left (spinMinus_ne_zero_iff.mpr rfl)
  exact key q q.isLt

/-- A spherical tensor of rank `k` from spin `S` to spin `S'` vanishes if `k < S' - S`. -/
theorem zero_of_target_large (h : IsSphericalTensor K a b T) (hk : a + K < b)
    (q : Fin (K + 1)) : T q = 0 := by
  have key : ∀ r (hr : r < b + 1) q j, T q ⟨r, hr⟩ j = 0 := by
    intro r
    induction r with
    | zero =>
      -- the top state of the target is out of reach
      intro hr q j
      by_contra hne
      have e := magnetic_rule_nat h hne
      dsimp only at e
      omega
    | succ r ih =>
      intro hr q j
      have hr' : r < b + 1 := by omega
      have e := congrFun (congrFun (h.plus q) ⟨r, hr'⟩) j
      simp only [Matrix.sub_apply, Matrix.mul_apply, Matrix.sum_apply, Matrix.smul_apply, ih,
        zero_mul, smul_zero, Finset.sum_const_zero, sub_zero] at e
      have s : ∑ l, spinPlus b ⟨r, hr'⟩ l * T q l j
          = spinPlus b ⟨r, hr'⟩ ⟨r + 1, hr⟩ * T q ⟨r + 1, hr⟩ j :=
        Finset.sum_eq_single _ (fun l _ hl => by
          rw [not_not.mp (mt spinPlus_ne_zero_iff.mp fun hh => hl (Fin.ext hh.symm)),
            zero_mul]) (by simp)
      exact (mul_eq_zero.mp (s.symm.trans e)).resolve_left (spinPlus_ne_zero_iff.mpr rfl)
  ext i j
  exact key i i.isLt q j

/-- A spherical tensor of rank `k` from spin `S` to spin `S'` vanishes if `k < S - S'`. -/
theorem zero_of_source_large (h : IsSphericalTensor K a b T) (hk : b + K < a)
    (q : Fin (K + 1)) : T q = 0 := by
  have key : ∀ r (hr : r < a + 1) q i, T q i ⟨r, hr⟩ = 0 := by
    intro r
    induction r with
    | zero =>
      -- the top state of the source cannot be brought down far enough
      intro hr q i
      by_contra hne
      have e := magnetic_rule_nat h hne
      have hq := q.isLt
      dsimp only at e
      omega
    | succ r ih =>
      intro hr q i
      have hr' : r < a + 1 := by omega
      have e := congrFun (congrFun (h.minus q) i) ⟨r, hr'⟩
      simp only [Matrix.sub_apply, Matrix.mul_apply, Matrix.sum_apply, Matrix.smul_apply, ih,
        mul_zero, smul_zero, Finset.sum_const_zero, zero_sub, neg_eq_zero] at e
      have s : ∑ l, T q i l * spinMinus a l ⟨r, hr'⟩
          = T q i ⟨r + 1, hr⟩ * spinMinus a ⟨r + 1, hr⟩ ⟨r, hr'⟩ :=
        Finset.sum_eq_single _ (fun l _ hl => by
          rw [not_not.mp (mt spinMinus_ne_zero_iff.mp fun hh => hl (Fin.ext hh.symm)),
            mul_zero]) (by simp)
      exact (mul_eq_zero.mp (s.symm.trans e)).resolve_right (spinMinus_ne_zero_iff.mpr rfl)
  ext i j
  exact key j j.isLt q i

/-- Triangle rule: every component of a rank-`k` spherical tensor from spin `S = a/2` to spin
`S' = b/2` is zero if `k < |S - S'|` or `k > S + S'`. -/
theorem triangle_rule (h : IsSphericalTensor K a b T)
    (hk : (K : ℝ) / 2 < |(a : ℝ) / 2 - (b : ℝ) / 2| ∨ (a : ℝ) / 2 + (b : ℝ) / 2 < (K : ℝ) / 2)
    (q : Fin (K + 1)) : T q = 0 := by
  rcases hk with hk | hk
  · rcases lt_abs.mp hk with hk | hk
    · have h1 : (b : ℝ) + K < a := by linarith
      exact zero_of_source_large h (by exact_mod_cast h1) q
    · have h1 : (a : ℝ) + K < b := by linarith
      exact zero_of_target_large h (by exact_mod_cast h1) q
  · have h1 : (a : ℝ) + b < K := by linarith
    exact zero_of_rank_large h (by exact_mod_cast h1) q

/-- The operators that take the singlet to the basis states of spin `K/2`. -/
def fromSinglet (K : ℕ) (q : Fin (K + 1)) : Matrix (Fin (K + 1)) (Fin (0 + 1)) ℂ :=
  Matrix.of fun i _ => if i = q then 1 else 0

/-- For every rank `k`, the operators from the singlet to the basis states of spin `k` form a
spherical tensor of rank `k`, and none of them is zero. -/
theorem fromSinglet_witness (K : ℕ) :
    IsSphericalTensor K 0 K (fromSinglet K) ∧ ∀ q, fromSinglet K q ≠ 0 := by
  -- all spin matrices of the singlet vanish
  have hp : spinPlus 0 = 0 := by
    ext i j
    rw [Matrix.zero_apply]
    exact not_not.mp (mt spinPlus_ne_zero_iff.mp (by omega))
  have hm : spinMinus 0 = 0 := by rw [spinMinus, hp, Matrix.conjTranspose_zero]
  have hz : spinZ 0 = 0 := by
    ext i j
    fin_cases i
    fin_cases j
    simp [spinZ, mag]
  refine ⟨⟨fun q => ?_, fun q => ?_, fun q => ?_⟩, fun q h0 => ?_⟩
  · rw [hz, Matrix.mul_zero, sub_zero]
    ext i j
    by_cases hi : i = q <;> simp [spinZ, fromSinglet, hi]
  · rw [hp, Matrix.mul_zero, sub_zero]
    ext i j
    simp [fromSinglet, Matrix.mul_apply, Matrix.sum_apply]
  · rw [hm, Matrix.mul_zero, sub_zero]
    ext i j
    simp [fromSinglet, Matrix.mul_apply, Matrix.sum_apply]
  · have e := congrFun (congrFun h0 q) 0
    simp [fromSinglet] at e

/-- The spin-orbit block between two multiplets: the scalar product of orbital and spin vectors,
where `W p q` is the block of the sum over electrons of orbital component `p` times spin
component `q`, and the indices 0, 1, 2 stand for the spherical components +1, 0, -1. -/
def spinOrbitBlock (W : Fin 3 → Fin (2 + 1) → Matrix (Fin (b + 1)) (Fin (a + 1)) ℂ) :
    Matrix (Fin (b + 1)) (Fin (a + 1)) ℂ :=
  W 1 1 - W 0 2 - W 2 0

/-- Spin-orbit coupling whose spin part has rank one for each orbital component has no matrix
elements from a singlet to a quintet. -/
theorem spinOrbit_singlet_quintet
    (W : Fin 3 → Fin (2 + 1) → Matrix (Fin (4 + 1)) (Fin (0 + 1)) ℂ)
    (h : ∀ p, IsSphericalTensor 2 0 4 (W p)) : spinOrbitBlock W = 0 := by
  have hW : ∀ p q, W p q = 0 := fun p q =>
    triangle_rule (h p) (Or.inl (lt_abs.mpr (Or.inr (by norm_num)))) q
  simp [spinOrbitBlock, hW]

end

end SphericalTensorTriangle
```

```lean
#print axioms SphericalTensorTriangle.parity_rule
#print axioms SphericalTensorTriangle.spinOrbit_singlet_quintet
```

```
'SphericalTensorTriangle.parity_rule' depends on axioms: [propext, Classical.choice, Quot.sound]
'SphericalTensorTriangle.spinOrbit_singlet_quintet' depends on axioms: [propext, Classical.choice, Quot.sound]
```

### What the theorems say about spins

`spinZ n`, `spinPlus n` and `spinMinus n` are the standard matrices for spin $n/2$, in a basis ordered by decreasing $m$ and with non-negative square roots, which fixes the relative phases within a multiplet. `mag n i` is the magnetic number $n/2-i$. `IsSphericalTensor K a b T` collects the three relations above. The Lean variable `q` is the index of a component, whose magnetic number is `mag K q`.

`triangle_rule` states that if $k<|S-S'|$ or $k>S+S'$, then `T q = 0` for every `q`. Half-integer ranks are included. The separate `parity_rule` gives zero whenever $S+S'+k$ is not an integer. These are selection rules only: they do not give the Wigner–Eckart factorisation of the elements that survive.

`fromSinglet_witness` supplies nonzero tensors for every $k$, namely the operators that take the singlet to the basis states of spin $k$. They have $k=|S-S'|=S+S'$, so neither strict inequality can be relaxed to $\le$. With $K=4$ the witness is a rank-two tensor from singlet to quintet, so the zero in your example does depend on the rank of the coupling.

In `spinOrbit_singlet_quintet`, `W p q` is the singlet-to-quintet block of a sum over electrons of orbital component `p` times spin component `q`. `spinOrbitBlock` contracts the two vectors to a scalar. The theorem assumes that `W p` has spin rank one for each `p`. Physically, the orbital factor commutes with the total spin, while each electron's spin operator is a vector under it. The file takes this property as a hypothesis and does not construct the many-electron operator or its states.

### From the relations to the Lean proof

`spinPlus_ne_zero_iff` and `spinMinus_ne_zero_iff` record which ladder entries are nonzero; the first rests on the radicand being $j(n+1-j)$, with $j$ the column. `magnetic_rule` reads off an entry of the $S_z$ relation, and `magnetic_rule_nat` turns the result into the whole-number equation. From there `omega` can refute each starting case.

The lemmas `zero_of_target_large`, `zero_of_source_large` and `zero_of_rank_large` are the three cases above. In each, `Finset.sum_eq_single` reduces a ladder sum to its one surviving term, and the nonzero coefficient is then removed from the product. `triangle_rule` splits the absolute value with `lt_abs` and picks the matching lemma. The spin–orbit theorem applies it to every `W p`.

The device that deserves a closer look is the form of the induction. In `zero_of_target_large` the auxiliary claim is

`∀ r (hr : r < b + 1) q j, T q ⟨r, hr⟩ j = 0`

and `induction r` starts while `hr`, `q` and `j` are still quantified. The induction hypothesis `ih` therefore says that row `r` vanishes for every component and every column. Both freedoms are used. The sum in $T_qS_+$ runs over columns, and the sum on the right-hand side runs over components. Because `ih` is general in both, `simp only` can use it under the summation signs and clear both sums in one step. Had `q` been fixed before the induction, the hypothesis would say nothing about the neighbouring component on the right. Taking `r` as a natural number with a separate bound also makes the step from `r` to `r + 1` ordinary induction.

### The zero block in a spin–orbit matrix

Consider a calculation that first finds spin-free states and then, in the basis of these states, diagonalises the full Hamiltonian, which is the spin-free part plus the spin–orbit operator. With one singlet, one triplet and one quintet, the matrix is $9\times9$. For a coupling of spin rank one, its $1\times5$ singlet–quintet block is zero whatever the orbitals are, so its matrix elements need not be evaluated.

The singlet and quintet can still mix through the triplet. If both lie near an energy $E$ and the triplet lies at a well-separated energy $E_T$, second-order perturbation theory gives the effective coupling

$$\sum_{m}\frac{\langle Q,m'|H_{\mathrm{SO}}|T,m\rangle\langle T,m|H_{\mathrm{SO}}|S\rangle}{E-E_T},$$

where $S$, $T$ and $Q$ now label the singlet, triplet and quintet states, and $H_{\mathrm{SO}}$ is the spin–orbit operator. If the triplet is left out of the basis, this path disappears, and the singlet and quintet do not mix at all.
